# Expanding a permutation-invariant N-particle operator in symmetrized products of one-particle matrix units

The theorem `eq_sum_symProd` concerns a complex matrix `M` acting on `N` particle slots, each with the same `n` orbitals, and assumes that `M` commutes with every permutation of the slots. It states that `M` is 1/N! times the sum, over all pairs of configurations `f` and `g`, of `M f g` times the symmetrized product of the one-particle matrix units taking orbital `g k` to orbital `f k`. The symmetrized product is a plain sum over the N! permutations, with no normalising factor of its own; `M` need not be Hermitian, and it may describe interacting particles. The proof compares matrix elements at configurations `u` and `v`: each permutation `σ` picks out the element of `M` at `u ∘ σ` and `v ∘ σ`, which by symmetry equals `M u v`, and the N! equal terms cancel the prefactor.

The failing Lean file:

```lean
import Mathlib

open Finset Matrix

namespace EqSumSymProd

noncomputable section

variable {N n : ℕ}

/-- The operator that permutes the `N` particle slots: it sends the basis state with
orbital configuration `g` to the one with configuration `g ∘ σ`. -/
def slotPerm (n : ℕ) (σ : Equiv.Perm (Fin N)) :
    Matrix (Fin N → Fin n) (Fin N → Fin n) ℂ :=
  Matrix.of fun f g => if f = g ∘ σ then 1 else 0

/-- The symmetrized product of `N` one-particle matrices: the sum over all ways of
distributing them over the `N` slots. -/
def symProd (A : Fin N → Matrix (Fin n) (Fin n) ℂ) :
    Matrix (Fin N → Fin n) (Fin N → Fin n) ℂ :=
  Matrix.of fun f g => ∑ σ : Equiv.Perm (Fin N), ∏ k, A k (f (σ k)) (g (σ k))

/-- An operator commutes with a slot permutation exactly when its matrix elements are unchanged
if both configurations are permuted. -/
theorem commute_slotPerm_iff (σ : Equiv.Perm (Fin N))
    (M : Matrix (Fin N → Fin n) (Fin N → Fin n) ℂ) :
    Commute (slotPerm n σ) M ↔ ∀ f g, M (f ∘ σ) (g ∘ σ) = M f g := by
  have e : ∀ f h : Fin N → Fin n, f ∘ σ = h ∘ σ ↔ f = h := fun f h =>
    ⟨fun H => by funext k; simpa using congrFun H (σ.symm k), fun H => by rw [H]⟩
  have h1 : ∀ f g, (slotPerm n σ * M) (f ∘ σ) g = M f g := fun f g => by
    simp only [Matrix.mul_apply, slotPerm, Matrix.of_apply, e, ite_mul, one_mul, zero_mul,
      Finset.sum_ite_eq, Finset.mem_univ, if_true]
  have h2 : ∀ f g, (M * slotPerm n σ) f g = M f (g ∘ σ) := fun f g => by
    simp only [Matrix.mul_apply, slotPerm, Matrix.of_apply, mul_ite, mul_one, mul_zero,
      Finset.sum_ite_eq', Finset.mem_univ, if_true]
  constructor
  · intro H f g
    rw [← h2, ← H.eq, h1]
  · intro H
    show slotPerm n σ * M = M * slotPerm n σ
    ext f g
    have hf : f = (f ∘ σ.symm) ∘ σ := by funext k; simp
    rw [hf, h1, h2, H]

/-- A permutation-symmetric operator is the average over permutations of its expansion in
matrix units. -/
theorem eq_sum_symProd (M : Matrix (Fin N → Fin n) (Fin N → Fin n) ℂ)
    (hM : ∀ σ : Equiv.Perm (Fin N), Commute (slotPerm n σ) M) :
    M = (N.factorial : ℂ)⁻¹ • ∑ f, ∑ g,
      M f g • symProd (fun k => Matrix.single (f k) (g k) (1 : ℂ)) := by
  have pick : ∀ a b, ∑ f, ∑ g, M f g * (if f = a ∧ g = b then 1 else 0) = M a b := by
    intro a b
    rw [Finset.sum_eq_single a, Finset.sum_eq_single b] <;> simp +contextual
  ext u v
  -- a product of matrix units singles out one pair of configurations
  have unit : ∀ (f g : Fin N → Fin n) (σ : Equiv.Perm (Fin N)),
      ∏ k, Matrix.single (f k) (g k) (1 : ℂ) (u (σ k)) (v (σ k)) =
        if f = u ∘ σ ∧ g = v ∘ σ then 1 else 0 := by
    intro f g σ
    split_ifs with h
    · obtain ⟨rfl, rfl⟩ := h
      simp [Matrix.single_apply]
    · obtain ⟨k, hk⟩ : ∃ k, ¬ (f k = u (σ k) ∧ g k = v (σ k)) := by
        by_contra H
        have H' := fun k => not_not.1 (not_exists.1 H k)
        exact h ⟨funext fun k => (H' k).1, funext fun k => (H' k).2⟩
      exact Finset.prod_eq_zero (Finset.mem_univ k) (by rw [Matrix.single_apply, if_neg hk])
  have swap : ∑ σ : Equiv.Perm (Fin N), ∑ f, ∑ g,
      M f g * (if f = u ∘ σ ∧ g = v ∘ σ then 1 else 0) =
      ∑ f, ∑ g, M f g * ∑ σ : Equiv.Perm (Fin N),
        (if f = u ∘ σ ∧ g = v ∘ σ then 1 else 0) := by
    rw [Finset.sum_comm]
    refine Finset.sum_congr rfl fun f _ => ?_
    rw [Finset.sum_comm]
    exact Finset.sum_congr rfl fun g _ => (Finset.mul_sum _ _ _).symm
  simp only [Matrix.smul_apply, Matrix.sum_apply, smul_eq_mul, symProd, Matrix.of_apply, unit]
  rw [← swap, Finset.sum_congr rfl fun σ _ =>
    (pick (u ∘ σ) (v ∘ σ)).trans ((commute_slotPerm_iff σ M).1 (hM σ) u v)]
  rw [Finset.sum_const, Finset.card_univ, Fintype.card_perm, Fintype.card_fin, nsmul_eq_mul,
    inv_mul_cancel_left₀ (Nat.cast_ne_zero.2 N.factorial_ne_zero)]

end

end EqSumSymProd
```

The compiler's answer:

```
Main.lean:78:56: error: Application type mismatch: The argument
  σ
has type
  Fin N → Fin N
but is expected to have type
  Equiv.Perm (Fin ?m.433)
in the application
  commute_slotPerm_iff σ
Main.lean:78:67: error: Application type mismatch: The argument
  σ
has type
  Fin N → Fin N
but is expected to have type
  Equiv.Perm (Fin N)
in the application
  hM σ
Main.lean:50:70: error: unsolved goals
N n : ℕ
M : Matrix (Fin N → Fin n) (Fin N → Fin n) ℂ
hM : ∀ (σ : Equiv.Perm (Fin N)), Commute (slotPerm n σ) M
pick : ∀ (a b : Fin N → Fin n), (∑ f, ∑ g, M f g * if f = a ∧ g = b then 1 else 0) = M a b
u v : Fin N → Fin n
unit :
  ∀ (f g : Fin N → Fin n) (σ : Equiv.Perm (Fin N)),
    ∏ k, single (f k) (g k) 1 (u (σ k)) (v (σ k)) = if f = u ∘ ⇑σ ∧ g = v ∘ ⇑σ then 1 else 0
swap :
  (∑ σ, ∑ f, ∑ g, M f g * if f = u ∘ ⇑σ ∧ g = v ∘ ⇑σ then 1 else 0) =
    ∑ f, ∑ g, M f g * ∑ σ, if f = u ∘ ⇑σ ∧ g = v ∘ ⇑σ then 1 else 0
⊢ M u v = (↑N.factorial)⁻¹ * ∑ σ, ∑ f, ∑ g, M f g * if f = u ∘ ⇑σ ∧ g = v ∘ ⇑σ then 1 else 0
Main.lean:62:12: warning: This simp argument is unused:
  Matrix.single_apply

Hint: Omit it from the simp argument list.
  [apply] simp

Note: This linter can be disabled with `set_option linter.unusedSimpArgs false`
```

Fix (accepted with no message):

```diff
@@ -60,5 +60,5 @@
     split_ifs with h
     · obtain ⟨rfl, rfl⟩ := h
-      simp [Matrix.single_apply]
+      simp
     · obtain ⟨k, hk⟩ : ∃ k, ¬ (f k = u (σ k) ∧ g k = v (σ k)) := by
         by_contra H
@@ -75,6 +75,9 @@
     exact Finset.sum_congr rfl fun g _ => (Finset.mul_sum _ _ _).symm
   simp only [Matrix.smul_apply, Matrix.sum_apply, smul_eq_mul, symProd, Matrix.of_apply, unit]
-  rw [← swap, Finset.sum_congr rfl fun σ _ =>
-    (pick (u ∘ σ) (v ∘ σ)).trans ((commute_slotPerm_iff σ M).1 (hM σ) u v)]
+  -- by symmetry every permutation contributes the same matrix element
+  have avg : ∀ σ : Equiv.Perm (Fin N), ∑ f, ∑ g,
+      M f g * (if f = u ∘ σ ∧ g = v ∘ σ then 1 else 0) = M u v := fun σ =>
+    (pick (u ∘ σ) (v ∘ σ)).trans ((commute_slotPerm_iff σ M).1 (hM σ) u v)
+  rw [← swap, Finset.sum_congr rfl fun (σ : Equiv.Perm (Fin N)) _ => avg σ]
   rw [Finset.sum_const, Finset.card_univ, Fintype.card_perm, Fintype.card_fin, nsmul_eq_mul,
     inv_mul_cancel_left₀ (Nat.cast_ne_zero.2 N.factorial_ne_zero)]
```

Diagnosis. The first two errors have one origin. In the function given to `Finset.sum_congr`, the binder `σ` has no type annotation, and Lean meets it first in `pick (u ∘ σ) (v ∘ σ)`. Composition there calls for a plain function, so Lean settles on `Fin N → Fin N`. But `commute_slotPerm_iff` and `hM` need an `Equiv.Perm`, and a plain function cannot serve as one. The third error shows the goal left over when the rewrite failed: `← swap` had been applied, but the sum over permutations had not been evaluated.

The repair states the equality for each permutation separately, as `avg`, with `σ : Equiv.Perm (Fin N)` declared. Lean then coerces `σ` to a function inside the compositions and still has the permutation itself for the other two lemmas. The binder in the rewrite is given the same type, and its body is now just `avg σ`. Every summand becomes `M u v`, and the last `rw`, which is unchanged, finishes the proof.

Dropping `Matrix.single_apply` from `simp` is mere tidying, prompted by the unused-argument warning.
